# Finite-dimensional partner Hamiltonians AᴴA and AAᴴ have equal degeneracies at every nonzero energy

## Two sectors joined by one matrix

Consider a single particle on a finite lattice made of two sublattices, with hopping only from one sublattice to the other and all on-site energies set to zero. Let the first sublattice have n sites and the second m sites. The hopping amplitudes from the first to the second form a complex m × n matrix A, and the amplitudes for the way back form its conjugate transpose Aᴴ. Two hops return the particle to the sublattice it started from, so the square of the hopping Hamiltonian splits into two blocks: AᴴA, acting on ℂⁿ, and AAᴴ, acting on ℂᵐ.

The same pair appears in supersymmetric quantum mechanics. There AᴴA and AAᴴ are called partner Hamiltonians, and A, which maps one sector to the other, plays the part of the supercharge. Below, ℂⁿ is the lower sector and ℂᵐ the upper one; the names do not order the energies.

The two Hamiltonians may have different sizes, so their spectra cannot always agree completely. The question is which levels they share, and with what degeneracy.

## Equal degeneracies away from zero

For a real number E, the level E of a Hamiltonian H is the space of all solutions v of H v = E v, and its dimension is the degeneracy. If E is not an eigenvalue, the dimension is 0. The main result is that for every real E ≠ 0

dim level(AᴴA, E) = dim level(AAᴴ, E).

At E = 0 the two dimensions can differ, and the difference is fixed by the sizes of the sectors:

dim level(AᴴA, 0) − dim level(AAᴴ, 0) = n − m.

In the hopping model above, AᴴA and AAᴴ are blocks of the squared Hamiltonian, so E is the square of the particle's energy, and nonzero energies occur in pairs ±√E. The level E = 0 still means zero energy. Unequal sublattices therefore force zero-energy states on the larger one, whatever the values of the hopping amplitudes.

## Carrying states across with A

Let v be in the lower level E, so that AᴴA v = E v. Then

(AAᴴ)(A v) = A(AᴴA v) = A(E v) = E (A v).

Thus A v lies in the upper level E.

Overlaps change by a fixed factor. For any v in ℂⁿ and any w in the lower level E,

⟨A v, A w⟩ = ⟨v, AᴴA w⟩ = E ⟨v, w⟩.

With v = w this reads ‖A w‖² = E ‖w‖². A level that contains a nonzero state therefore has E ≥ 0, and for E > 0 the normalised partner of a unit vector w is A w / √E.

Now let E ≠ 0. Every state w of the upper level E is reached from below. By the first computation with A and Aᴴ exchanged, Aᴴw lies in the lower level E, and so does v = E⁻¹Aᴴw. Its image is

A v = E⁻¹ AAᴴ w = E⁻¹ E w = w.

Different states also have different images. If v and w both lie in the lower level E and A v = A w, then

E v = AᴴA v = AᴴA w = E w,

and division by E gives v = w. An injective linear map cannot lower the dimension, so the lower degeneracy is at most the upper one. The same argument for Aᴴ in place of A gives the reverse inequality, and the two degeneracies are equal.

## Counting the zero modes

If AᴴA v = 0, then

0 = ⟨v, AᴴA v⟩ = ‖A v‖²,

so A v = 0. Conversely, A v = 0 gives AᴴA v = 0. The lower zero-energy states are thus exactly the kernel of A, and in the same way the upper ones are the kernel of Aᴴ. The matrices A and Aᴴ have the same rank r, and rank-nullity gives

n = r + dim ker A,
m = r + dim ker Aᴴ.

Subtracting the second line from the first yields the difference n − m. The zero-level degeneracies agree exactly when n = m. Even then A does not pair the zero modes, since it annihilates those of the lower sector.

## How the Lean statements express this

In the file `m` and `n` are finite index types, and the numbers m and n of the text are `Fintype.card m` and `Fintype.card n`. Either type may be empty. The definitions `lowerH A` and `upperH A` are the matrices AᴴA and AAᴴ, and a state is a function such as `n → ℂ`, not required to be normalised.

`level H E` is Mathlib's eigenspace of the linear map v ↦ H v, and the lemma `mem_level` restates membership as the stationary equation. The energy E is real and is converted to a complex number where it multiplies a vector. This loses no eigenvalues here, because both partner Hamiltonians are Hermitian. The degeneracy is `Module.finrank ℂ` of the level, and the overlap ⟨v, w⟩ is written `star v ⬝ᵥ w`, conjugate-linear in the first entry.

The main theorem, `partner_degeneracy_eq`, has one hypothesis besides finiteness, `hE : E ≠ 0`. The theorem `witten_index` is stated in the integers, so that its differences may be negative; its sign convention is lower minus upper. The name is used for this finite count of zero modes and not for the regularised trace of quantum field theory.

The restriction to finite matrices matters. Partner Hamiltonians built from differential operators on a line raise questions of domains and continuous spectrum that the theorems do not address, and there the index is no longer a difference of two finite dimensions of the sectors.

## The complete file

```lean
import Mathlib

open Matrix
open scoped ComplexOrder

namespace SupersymmetricDegeneracy

noncomputable section

variable {m n : Type*} [Fintype m] [Fintype n]

/-- The Hamiltonian `Aᴴ A` of the lower sector, built from the supercharge `A`. -/
def lowerH (A : Matrix m n ℂ) : Matrix n n ℂ := Aᴴ * A

/-- The partner Hamiltonian `A Aᴴ` of the upper sector. -/
def upperH (A : Matrix m n ℂ) : Matrix m m ℂ := A * Aᴴ

/-- The space of all solutions `v` of the stationary equation `H v = E v`. -/
def level (H : Matrix n n ℂ) (E : ℝ) : Submodule ℂ (n → ℂ) :=
  Module.End.eigenspace H.mulVecLin (E : ℂ)

/-- A vector belongs to the level `E` exactly when it solves `H v = E v`. -/
theorem mem_level {H : Matrix n n ℂ} {E : ℝ} {v : n → ℂ} :
    v ∈ level H E ↔ H *ᵥ v = (E : ℂ) • v := by
  unfold level
  rw [Module.End.mem_eigenspace_iff, Matrix.mulVecLin_apply]

/-- The supercharge carries a state of energy `E` in the lower sector to a solution of the
upper stationary equation with the same `E`. -/
theorem supercharge_mem (A : Matrix m n ℂ) {E : ℝ} {v : n → ℂ}
    (hv : v ∈ level (lowerH A) E) : A *ᵥ v ∈ level (upperH A) E := by
  rw [mem_level] at hv ⊢
  -- intertwining: (A Aᴴ) A = A (Aᴴ A)
  have h : upperH A * A = A * lowerH A := by
    unfold upperH lowerH
    rw [Matrix.mul_assoc]
  rw [Matrix.mulVec_mulVec, h, ← Matrix.mulVec_mulVec, hv, Matrix.mulVec_smul]

/-- The supercharge multiplies the overlap of any state with a state of energy `E`
by the factor `E`. -/
theorem supercharge_overlap (A : Matrix m n ℂ) {E : ℝ} (v : n → ℂ) {w : n → ℂ}
    (hw : w ∈ level (lowerH A) E) :
    star (A *ᵥ v) ⬝ᵥ (A *ᵥ w) = (E : ℂ) * (star v ⬝ᵥ w) := by
  have h : (Aᴴ * A) *ᵥ w = (E : ℂ) • w := mem_level.1 hw
  rw [Matrix.star_mulVec, ← Matrix.dotProduct_mulVec, Matrix.mulVec_mulVec, h,
    dotProduct_smul, smul_eq_mul]

/-- Every state of nonzero energy `E` in the upper sector is the image under the supercharge
of a state of the same energy in the lower sector. -/
theorem exists_partner (A : Matrix m n ℂ) {E : ℝ} (hE : E ≠ 0) {w : m → ℂ}
    (hw : w ∈ level (upperH A) E) : ∃ v ∈ level (lowerH A) E, A *ᵥ v = w := by
  have hc : (E : ℂ) ≠ 0 := Complex.ofReal_ne_zero.2 hE
  have h : (A * Aᴴ) *ᵥ w = (E : ℂ) • w := mem_level.1 hw
  -- the adjoint supercharge leads back to the lower sector
  have hback : Aᴴ *ᵥ w ∈ level (lowerH A) E := by
    have h1 : w ∈ level (lowerH Aᴴ) E := by
      unfold lowerH
      rw [Matrix.conjTranspose_conjTranspose]
      exact hw
    have h2 := supercharge_mem Aᴴ h1
    unfold upperH at h2
    rw [Matrix.conjTranspose_conjTranspose] at h2
    exact h2
  refine ⟨(E : ℂ)⁻¹ • (Aᴴ *ᵥ w), Submodule.smul_mem _ _ hback, ?_⟩
  rw [Matrix.mulVec_smul, Matrix.mulVec_mulVec, h, inv_smul_smul₀ hc]

/-- At nonzero energy the degeneracy in the lower sector is at most that in the upper sector. -/
theorem degeneracy_le (A : Matrix m n ℂ) {E : ℝ} (hE : E ≠ 0) :
    Module.finrank ℂ (level (lowerH A) E) ≤ Module.finrank ℂ (level (upperH A) E) := by
  have hc : (E : ℂ) ≠ 0 := Complex.ofReal_ne_zero.2 hE
  let f : level (lowerH A) E →ₗ[ℂ] level (upperH A) E :=
    A.mulVecLin.restrict (fun _ hv => supercharge_mem A hv)
  apply LinearMap.finrank_le_finrank_of_injective (f := f)
  intro v w h
  have h' : A *ᵥ v.1 = A *ᵥ w.1 := congrArg Subtype.val h
  have hv : (Aᴴ * A) *ᵥ v.1 = (E : ℂ) • v.1 := mem_level.1 v.2
  have hw : (Aᴴ * A) *ᵥ w.1 = (E : ℂ) • w.1 := mem_level.1 w.2
  -- applying Aᴴ to equal images returns E v = E w
  have key : (E : ℂ) • v.1 = (E : ℂ) • w.1 := by
    rw [← hv, ← hw, ← Matrix.mulVec_mulVec, h', Matrix.mulVec_mulVec]
  apply Subtype.ext
  have h2 := congrArg (fun u => (E : ℂ)⁻¹ • u) key
  simpa only [inv_smul_smul₀ hc] using h2

/-- Supersymmetric partner Hamiltonians `Aᴴ A` and `A Aᴴ` have the same degeneracy at every
nonzero energy. -/
theorem partner_degeneracy_eq (A : Matrix m n ℂ) {E : ℝ} (hE : E ≠ 0) :
    Module.finrank ℂ (level (lowerH A) E) = Module.finrank ℂ (level (upperH A) E) := by
  apply le_antisymm (degeneracy_le A hE)
  -- exchange the roles of the two sectors
  have h := degeneracy_le Aᴴ hE
  unfold lowerH upperH at h
  rw [Matrix.conjTranspose_conjTranspose] at h
  exact h

/-- The zero-energy states of the lower sector are exactly the states annihilated by the
supercharge. -/
theorem zero_level_eq_ker (A : Matrix m n ℂ) :
    level (lowerH A) 0 = LinearMap.ker A.mulVecLin := by
  ext v
  rw [mem_level, LinearMap.mem_ker, Matrix.mulVecLin_apply, Complex.ofReal_zero, zero_smul]
  exact Matrix.conjTranspose_mul_self_mulVec_eq_zero A v

/-- Witten index: the numbers of zero-energy states in the lower and upper sectors differ by
the difference of the dimensions of the sectors. -/
theorem witten_index (A : Matrix m n ℂ) :
    (Module.finrank ℂ (level (lowerH A) 0) : ℤ) - Module.finrank ℂ (level (upperH A) 0)
      = (Fintype.card n : ℤ) - Fintype.card m := by
  have hup : level (upperH A) 0 = LinearMap.ker Aᴴ.mulVecLin := by
    have h := zero_level_eq_ker Aᴴ
    unfold lowerH at h
    rw [Matrix.conjTranspose_conjTranspose] at h
    exact h
  -- rank-nullity in each sector, with equal ranks of A and Aᴴ
  have h1 := LinearMap.finrank_range_add_finrank_ker A.mulVecLin
  have h2 := LinearMap.finrank_range_add_finrank_ker Aᴴ.mulVecLin
  have h3 : Module.finrank ℂ (LinearMap.range Aᴴ.mulVecLin)
      = Module.finrank ℂ (LinearMap.range A.mulVecLin) := Matrix.rank_conjTranspose A
  rw [Module.finrank_fintype_fun_eq_card] at h1 h2
  rw [zero_level_eq_ker, hup]
  omega

/-- The two partner Hamiltonians have equally many independent zero-energy states exactly when
the two sectors have the same dimension. -/
theorem zero_degeneracy_eq_iff (A : Matrix m n ℂ) :
    Module.finrank ℂ (level (lowerH A) 0) = Module.finrank ℂ (level (upperH A) 0)
      ↔ Fintype.card n = Fintype.card m := by
  have h := witten_index A
  omega

end

end SupersymmetricDegeneracy
```

```lean
#print axioms SupersymmetricDegeneracy.supercharge_overlap
-- 'SupersymmetricDegeneracy.supercharge_overlap' depends on axioms: [propext, Classical.choice, Quot.sound]
#print axioms SupersymmetricDegeneracy.exists_partner
-- 'SupersymmetricDegeneracy.exists_partner' depends on axioms: [propext, Classical.choice, Quot.sound]
#print axioms SupersymmetricDegeneracy.partner_degeneracy_eq
-- 'SupersymmetricDegeneracy.partner_degeneracy_eq' depends on axioms: [propext, Classical.choice, Quot.sound]
#print axioms SupersymmetricDegeneracy.zero_degeneracy_eq_iff
-- 'SupersymmetricDegeneracy.zero_degeneracy_eq_iff' depends on axioms: [propext, Classical.choice, Quot.sound]
```

## How the proof follows the derivation

`supercharge_mem` is the first computation. Its inner statement `h` is the intertwining relation (AAᴴ)A = A(AᴴA), which is associativity of the matrix product. The final rewriting applies this relation to v, inserts the stationary equation and moves the scalar E past A.

`supercharge_overlap` moves A from the left entry of the overlap to the right one, where it becomes Aᴴ, and then uses the stationary equation for w. `exists_partner` supplies the explicit state E⁻¹Aᴴw. To show that it lies in the lower level, the proof applies `supercharge_mem` to Aᴴ and simplifies the double conjugate transpose to A. These two results describe the pairing of states; the comparison of dimensions does not use them.

That comparison starts in `degeneracy_le`. The map `f` is multiplication by A, restricted to the lower level and with values in the upper level, which `supercharge_mem` permits. Mathlib's `LinearMap.finrank_le_finrank_of_injective` reduces the inequality to injectivity of `f`. The step `key` is the equation E v = E w from the derivation, and multiplying by E⁻¹ completes the argument. This is where `hE` is needed.

`partner_degeneracy_eq` joins two inequalities by `le_antisymm`. The first is `degeneracy_le A hE`, and the second is the same lemma for Aᴴ, where the two Hamiltonians have changed places.

For the zero level, `zero_level_eq_ker` relies on the Mathlib lemma that AᴴA v = 0 holds exactly when A v = 0. In `witten_index`, `hup` is the corresponding description of the upper zero modes, `h1` and `h2` are rank-nullity for A and Aᴴ, and `h3` is the equality of their ranks. What remains is linear arithmetic with whole numbers, which `omega` carries out. The same tactic derives `zero_degeneracy_eq_iff` from the index formula: the difference of the degeneracies vanishes exactly when the difference of the dimensions does.
